# A chain with nearest-neighbour hopping −t and second-neighbour hopping s > 0 has its band minimum at k = 0 exactly when 4s ≤ t

Let a particle hop on an infinite chain with unit lattice spacing, with amplitude \(-t\) between nearest neighbours and \(s\) between second neighbours. Its dispersion is

\[
E(k) = -2t\cos k + 2s\cos 2k .
\]

For \(s>0\), the zone centre \(k=0\) is a global minimum of \(E\) if and only if \(4s\le t\). If \(|t|\le 4s\), the global minima are exactly the wavenumbers with \(\cos k = t/(4s)\). For positive \(t\) and \(s\) these two statements cover every case.

For \(t\neq0\), the condition \(s>0\) is what makes the chain frustrated. A positive second-neighbour amplitude lowers the energy when sites two apart have opposite phases. Nearest-neighbour hopping of either sign favours equal phases on those same sites, because two steps multiply the phase by \((\pm1)^2=1\).

For non-interacting particles with these two hoppings, the result shows that a band calculation sampling only \(k=0\) and \(k=\pi\) misses the band bottom whenever \(|t|<4s\).

In Lean 4 with Mathlib:

```lean
import Mathlib

namespace FrustratedChain

noncomputable section
```

## The hopping equation and its plane waves

A state is a list of complex amplitudes \(\psi(n)\), one for each integer site \(n\). The Hamiltonian acts on it by

\[
(H\psi)(n) = -t\,[\psi(n+1)+\psi(n-1)] + s\,[\psi(n+2)+\psi(n-2)] .
\]

```lean
/-- The chain Hamiltonian acting on site amplitudes: nearest neighbours are coupled by `-t`,
second neighbours by `s`. -/
def hamiltonian (t s : ℝ) (ψ : ℤ → ℂ) (n : ℤ) : ℂ :=
  -t * (ψ (n + 1) + ψ (n - 1)) + s * (ψ (n + 2) + ψ (n - 2))
```

The parameters `t` and `s` are real, and `ψ : ℤ → ℂ` may be any function, normalisable or not. There is no on-site term; adding the same one on every site would shift all energies equally.

The trial solutions are the plane waves \(\psi_k(n) = e^{ink}\).

```lean
/-- The plane wave of wavenumber `k` on the chain with unit lattice spacing. -/
def planeWave (k : ℝ) (n : ℤ) : ℂ := Complex.exp (n * k * Complex.I)
```

The wavenumber `k` is any real number, so values that differ by \(2\pi\) describe the same wave. The candidate energy is the function \(E(k)\) above.

```lean
/-- The dispersion `E(k) = -2t cos k + 2s cos 2k`. -/
def band (t s k : ℝ) : ℝ := -2 * t * Real.cos k + 2 * s * Real.cos (2 * k)
```

A wavenumber \(k\) is a band bottom if \(E(k)\le E(q)\) for every real \(q\).

```lean
/-- The wavenumber `k` is a global minimum of the band. -/
def IsBandBottom (t s k : ℝ) : Prop := ∀ q : ℝ, band t s k ≤ band t s q
```

Since \(E\) has period \(2\pi\), comparing with all real \(q\) is the same as comparing with one Brillouin zone. The definition allows several band bottoms, and it concerns global minima only: a local minimum that lies higher does not qualify.

To see that \(E(k)\) is the energy of the plane wave, note that a shift by \(m\) sites multiplies \(\psi_k\) by a phase, \(\psi_k(n+m) = e^{imk}\psi_k(n)\). Hence

\[
(H\psi_k)(n) = \left[-t\,(e^{ik}+e^{-ik}) + s\,(e^{2ik}+e^{-2ik})\right]\psi_k(n) = E(k)\,\psi_k(n),
\]

because the complex-conjugate pairs of phases add up to \(2\cos k\) and \(2\cos 2k\).

```lean
/-- Every plane wave is an eigenfunction of the chain Hamiltonian, with energy `E(k)`. -/
theorem hamiltonian_planeWave (t s k : ℝ) (n : ℤ) :
    hamiltonian t s (planeWave k) n = band t s k * planeWave k n := by
  -- a translation multiplies the plane wave by a phase
  have h1 : planeWave k (n + 1) = planeWave k n * Complex.exp (k * Complex.I) := by
    simp only [planeWave]
    rw [← Complex.exp_add]
    congr 1
    push_cast
    ring
  have h2 : planeWave k (n - 1) = planeWave k n * Complex.exp (-k * Complex.I) := by
    simp only [planeWave]
    rw [← Complex.exp_add]
    congr 1
    push_cast
    ring
  have h3 : planeWave k (n + 2) = planeWave k n * Complex.exp (2 * k * Complex.I) := by
    simp only [planeWave]
    rw [← Complex.exp_add]
    congr 1
    push_cast
    ring
  have h4 : planeWave k (n - 2) = planeWave k n * Complex.exp (-(2 * k) * Complex.I) := by
    simp only [planeWave]
    rw [← Complex.exp_add]
    congr 1
    push_cast
    ring
  -- opposite phases add up to cosines
  have c1 : 2 * Complex.cos k
      = Complex.exp (k * Complex.I) + Complex.exp (-k * Complex.I) := by
    simp only [Complex.cos]
    ring
  have c2 : 2 * Complex.cos (2 * k)
      = Complex.exp (2 * k * Complex.I) + Complex.exp (-(2 * k) * Complex.I) := by
    simp only [Complex.cos]
    ring
  unfold hamiltonian band
  rw [h1, h2, h3, h4]
  push_cast
  linear_combination planeWave k n * (t * c1 - s * c2)
```

The theorem is the eigenvalue equation at each site `n`, with the real number `band t s k` read as a complex one. In the proof, `h1` to `h4` are the four shifts, and `c1` and `c2` turn the sums of phases into cosines. The final `linear_combination` adds these two identities with weights \(t\) and \(-s\), times the plane wave.

The equation holds for amplitudes on an infinite chain, without a Hilbert space. The plane waves are not normalisable, and the theorem makes no statement about the spectrum of \(H\) as an operator on square-summable states. On a finite ring only a discrete set of wavenumbers is allowed, and the minimising \(k\) found below need not belong to it.

## The band as a square in cos k

Put \(x=\cos k\) and use \(\cos 2k = 2x^2-1\). For \(s\neq0\),

\[
E(k) = 4s\,x^2 - 2t\,x - 2s
= 4s\left(x-\frac{t}{4s}\right)^2 - \left(2s+\frac{t^2}{4s}\right).
\]

The band is a parabola in \(x\), and \(x\) is confined to \([-1,1]\). For \(s>0\) the parabola opens upwards, and the question becomes whether its vertex \(t/(4s)\) lies in that interval.

```lean
/-- For nonzero second-neighbour coupling the band is `4s` times the square of `cos k - t/(4s)`, up
to a constant. -/
theorem band_eq_square {t s : ℝ} (hs : s ≠ 0) (k : ℝ) :
    band t s k = 4 * s * (Real.cos k - t / (4 * s)) ^ 2 - (2 * s + t ^ 2 / (4 * s)) := by
  unfold band
  rw [Real.cos_two_mul]
  field_simp
  ring
```

The hypothesis is only `s ≠ 0`, since the algebra does not depend on the sign of \(s\). The proof applies the double-angle formula, clears the denominators and compares polynomials.

## Where the minimum sits

Let \(s>0\) and first suppose \(|t|\le 4s\). Then \(c = t/(4s)\) lies in \([-1,1]\), so \(k_0=\arccos c\) satisfies \(\cos k_0=c\) and makes the square vanish. For every \(k\),

\[
E(k)-E(k_0) = 4s\,(\cos k-c)^2 .
\]

If \(\cos k\neq c\), the right-hand side is positive and \(k\) is not a band bottom. If \(\cos k=c\), then \(E(q)-E(k)=4s(\cos q-c)^2\ge0\) for every \(q\), and \(k\) is one.

Now consider \(k=0\). If \(4s\le t\), write \(u=1-\cos q\ge0\). Then

\[
E(q)-E(0) = 2t\,u - 4s\,(2u-u^2) = 2(t-4s)\,u + 4s\,u^2 \ge 0,
\]

so \(k=0\) is a band bottom. If instead \(t<4s\), there are two cases:

- For \(|t|\le4s\), a band bottom at \(k=0\) would require \(1=\cos 0=t/(4s)\), that is \(t=4s\), which is excluded.
- Otherwise \(t<-4s<0\), and the zone boundary lies lower, since \(E(\pi)-E(0)=4t<0\).

```lean
/-- For `s > 0`, the zone centre `k = 0` is a global minimum of the band if and only if
`4s ≤ t`; and if `|t| ≤ 4s`, the global minima are exactly the `k` with `cos k = t/(4s)`. -/
theorem bandBottom_classification {t s : ℝ} (hs : 0 < s) :
    (IsBandBottom t s 0 ↔ 4 * s ≤ t) ∧
      (|t| ≤ 4 * s → ∀ k, IsBandBottom t s k ↔ Real.cos k = t / (4 * s)) := by
  have h4 : 0 < 4 * s := by positivity
  have key : |t| ≤ 4 * s → ∀ k, IsBandBottom t s k ↔ Real.cos k = t / (4 * s) := by
    intro hts k
    obtain ⟨h1, h2⟩ := abs_le.mp hts
    -- some wavenumber makes the square vanish
    have hc : Real.cos (Real.arccos (t / (4 * s))) = t / (4 * s) :=
      Real.cos_arccos (by rw [le_div_iff₀ h4]; linarith) (by rw [div_le_one h4]; exact h2)
    constructor
    · intro h
      by_contra hne
      have h' := h (Real.arccos (t / (4 * s)))
      rw [band_eq_square hs.ne' k, band_eq_square hs.ne' (Real.arccos _), hc, sub_self] at h'
      have hd : Real.cos k - t / (4 * s) ≠ 0 := sub_ne_zero.mpr hne
      have hp : 0 < (Real.cos k - t / (4 * s)) ^ 2 := by positivity
      have := mul_pos h4 hp
      linarith
    · intro h q
      rw [band_eq_square hs.ne' k, band_eq_square hs.ne' q, h, sub_self]
      have : 0 ≤ 4 * s * (Real.cos q - t / (4 * s)) ^ 2 := by positivity
      linarith
  refine ⟨⟨fun h => ?_, fun h q => ?_⟩, key⟩
  · by_contra hn
    have hlt : t < 4 * s := not_le.mp hn
    by_cases ht : |t| ≤ 4 * s
    · have h1 := (key ht 0).mp h
      rw [Real.cos_zero, eq_div_iff h4.ne'] at h1
      linarith
    · -- here t is negative and the zone boundary lies lower
      have hneg : t < 0 := by
        by_contra h0
        exact ht (by rw [abs_of_nonneg (not_lt.mp h0)]; exact hlt.le)
      have h1 := h Real.pi
      simp only [band, Real.cos_two_mul, Real.cos_pi, Real.cos_zero] at h1
      linarith
  · have hq : 0 ≤ 1 - Real.cos q := by linarith [Real.cos_le_one q]
    simp only [band, Real.cos_two_mul, Real.cos_zero]
    nlinarith [mul_nonneg hq (sub_nonneg.mpr h),
      mul_nonneg hs.le (sq_nonneg (1 - Real.cos q))]
```

The statement has two parts joined by `∧`. The first is the criterion for \(k=0\), valid for every real \(t\). The second describes all minima under the extra hypothesis `|t| ≤ 4 * s`. For \(t>4s\) the theorem gives \(k=0\) as a minimum without saying that it is the only one in the zone, and for \(t<-4s\) it says only that \(k=0\) is not a minimum.

The proof establishes the second part first, under the name `key`, because the first part uses it. Within `key`, `hc` is the existence of \(k_0\), and the two directions rewrite both energies with `band_eq_square`. The case split on `|t| ≤ 4 * s` then follows the two cases above. In the last step `nlinarith` is given the two nonnegative products \(u(t-4s)\) and \(s\,u^2\), whose combination is the displayed energy difference.

Both hypotheses matter. Without \(s>0\), take \(s=t=-1\). Then \(4s=-4\le-1=t\), yet \(E(0)=0\) and \(E(\pi)=-4\), so \(k=0\) is not a minimum and the criterion fails. Without \(|t|\le4s\), take \(s=1\) and \(t=5\). Then \(k=0\) is a minimum by the first part, while \(\cos k=5/4\) has no real solution, so the description of the minima fails.

## Two valleys inside the zone

Suppose now that the inequality is strict, \(|t|<4s\). This already forces \(s>0\), since \(|t|\ge0\). With \(-1<c<1\), the angle \(k_0=\arccos c\) lies strictly between \(0\) and \(\pi\).

Take \(k\) in the zone \(|k|\le\pi\). It is a band bottom exactly when \(\cos k=c\). Because \(\cos k=\cos|k|\) and \(|k|\) lies in \([0,\pi]\), where the arccosine inverts the cosine, this means \(|k|=k_0\), that is \(k=k_0\) or \(k=-k_0\).

```lean
/-- For `|t| < 4s` the minima in the zone `|k| ≤ π` are exactly the two wavenumbers
`±arccos (t/(4s))`, which lie strictly between the zone centre and the zone boundary. -/
theorem two_valleys {t s : ℝ} (ht : |t| < 4 * s) :
    Real.arccos (t / (4 * s)) ∈ Set.Ioo 0 Real.pi ∧
      ∀ k, |k| ≤ Real.pi → (IsBandBottom t s k ↔
        k = Real.arccos (t / (4 * s)) ∨ k = -Real.arccos (t / (4 * s))) := by
  have h4 : 0 < 4 * s := lt_of_le_of_lt (abs_nonneg t) ht
  have hs : 0 < s := by linarith
  obtain ⟨h1, h2⟩ := abs_lt.mp ht
  have hlo : -1 < t / (4 * s) := by rw [lt_div_iff₀ h4]; linarith
  have hhi : t / (4 * s) < 1 := by rw [div_lt_iff₀ h4]; linarith
  refine ⟨⟨Real.arccos_pos.mpr hhi, lt_of_le_of_ne (Real.arccos_le_pi _) ?_⟩, ?_⟩
  · intro h
    exact absurd (Real.arccos_eq_pi.mp h) (not_le_of_gt hlo)
  · intro k hk
    rw [(bandBottom_classification hs).2 ht.le k]
    constructor
    · intro h
      have ha : Real.arccos (t / (4 * s)) = |k| := by
        rw [← h, ← Real.cos_abs, Real.arccos_cos (abs_nonneg k) hk]
      rw [ha]
      rcases abs_choice k with h' | h'
      · left; linarith
      · right; linarith
    · rintro (h | h)
      · rw [h, Real.cos_arccos hlo.le hhi.le]
      · rw [h, Real.cos_neg, Real.cos_arccos hlo.le hhi.le]
```

The first half of the statement places \(k_0\) in the open interval `Set.Ioo 0 Real.pi`, so the two valleys are distinct and neither is at the centre or the boundary. The second half says that there are no other minima in the zone. For \(t=0\) the chain separates into two sublattices, and the valleys sit at \(\pm\pi/2\).

In the proof, `hlo` and `hhi` are the two strict bounds on \(c\). The step `ha` is the identity \(k_0=|k|\), and `abs_choice` splits it into the two signs. The reverse direction uses that the cosine is even.

## How deep the valleys are

Let \(s>0\) and \(|t|\le4s\), and let \(k\) be any band bottom. Then \(\cos k=t/(4s)\), and the difference formula with \(\cos 0=1\) gives

\[
E(0)-E(k) = 4s\left(1-\frac{t}{4s}\right)^2 = \frac{(4s-t)^2}{4s}.
\]

```lean
/-- For `s > 0` and `|t| ≤ 4s`, the band minimum lies `(4s - t)²/(4s)` below the energy at the
zone centre. -/
theorem valley_depth {t s k : ℝ} (hs : 0 < s) (ht : |t| ≤ 4 * s) (hk : IsBandBottom t s k) :
    band t s 0 - band t s k = (4 * s - t) ^ 2 / (4 * s) := by
  have h := ((bandBottom_classification hs).2 ht k).mp hk
  simp only [band, Real.cos_two_mul, h, Real.cos_zero]
  field_simp
  ring
```

The hypothesis `IsBandBottom t s k` is turned into the value of \(\cos k\) by the classification, and the remainder is algebra. At fixed \(s\), the depth vanishes at \(t=4s\) and grows with the square of the distance of \(t\) from that point, so just past the transition the valleys are very shallow. At the other end, \(t=-4s\), the minimum is at the zone boundary and the depth is \(16s\).

## A quartic bottom at the transition

At \(t=4s\) the term linear in \(u\) disappears from the energy difference, which leaves

\[
E(k)-E(0) = 4s\,(1-\cos k)^2 .
\]

For every real \(k\), \(0\le 1-\cos k\le k^2/2\). Squaring and multiplying by \(4s\ge0\) gives

\[
0\le E(k)-E(0)\le s\,k^4 .
\]

```lean
/-- At `t = 4s` with `s ≥ 0`, the energy above the zone centre is nonnegative and at most
`s k⁴`. -/
theorem quartic_bottom {s : ℝ} (hs : 0 ≤ s) (k : ℝ) :
    0 ≤ band (4 * s) s k - band (4 * s) s 0 ∧
      band (4 * s) s k - band (4 * s) s 0 ≤ s * k ^ 4 := by
  have e : band (4 * s) s k - band (4 * s) s 0 = 4 * s * (1 - Real.cos k) ^ 2 := by
    simp only [band, Real.cos_two_mul, Real.cos_zero]
    ring
  have h1 : 1 - k ^ 2 / 2 ≤ Real.cos k := Real.one_sub_sq_div_two_le_cos
  have h2 := Real.cos_le_one k
  have h3 : (1 - Real.cos k) ^ 2 ≤ (k ^ 2 / 2) ^ 2 :=
    pow_le_pow_left₀ (by linarith) (by linarith) 2
  rw [e]
  constructor
  · positivity
  · nlinarith [mul_le_mul_of_nonneg_left h3 hs]

end

end FrustratedChain
```

The bounds hold for all \(k\), not only for small ones. The case \(s=0\) is allowed: then \(t=0\) as well, and the band is flat. In the proof, `e` is the exact difference, `h1` is the quadratic lower bound on the cosine, and `h3` is its squared form.

Together, the lower bound \(0\) and an upper bound proportional to \(k^4\) leave no room for a term in \(k^2\). The curvature at \(k=0\) is therefore zero, and a parabolic effective-mass description of this two-hopping band breaks down at the transition. For \(s>0\), expanding the cosine shows in addition that \(s\,k^4\) is the leading term at small \(k\), which is sharper than the stated inequality.

```lean
#print axioms FrustratedChain.bandBottom_classification
#print axioms FrustratedChain.two_valleys
#print axioms FrustratedChain.valley_depth
#print axioms FrustratedChain.quartic_bottom
```

```
'FrustratedChain.bandBottom_classification' depends on axioms: [propext, Classical.choice, Quot.sound]
'FrustratedChain.two_valleys' depends on axioms: [propext, Classical.choice, Quot.sound]
'FrustratedChain.valley_depth' depends on axioms: [propext, Classical.choice, Quot.sound]
'FrustratedChain.quartic_bottom' depends on axioms: [propext, Classical.choice, Quot.sound]
```
